# A single catalytic cycle of first-order steps with positive rate constants has exactly one positive normalized steady state, and its flux has the sign of $\prod k^{\mathrm f}-\prod k^{\mathrm b}$

## Do the rate constants alone fix the direction of turnover?

I label the $n$ states of a catalytic site by the integers modulo $n$, so that step $i$ turns state $i$ into state $i+1$ and the last step leads back to the first state. State $i$ has coverage $\theta_i$. All steps are first order in the coverages, and the pressures and concentrations of species outside the surface are held fixed and absorbed into the rate constants. Step $i$ has a forward constant $k^{\mathrm f}_i>0$, a backward constant $k^{\mathrm b}_i>0$ and the net flux

$$J_i = k^{\mathrm f}_i\,\theta_i - k^{\mathrm b}_i\,\theta_{i+1}.$$

I believe that at any steady state with positive coverages all $J_i$ are equal, that their common sign is the sign of $\prod_i k^{\mathrm f}_i-\prod_i k^{\mathrm b}_i$, and that only one such state has coverages summing to one. Can this be proved completely, with a proof that Lean checks?

## Yes, and the steady state also exists

### The derivation

State $i$ is formed by step $i-1$ and consumed by step $i$, so $\dot\theta_i = J_{i-1}-J_i$. A steady state has $\dot\theta_i=0$ for all $i$.

**Equal fluxes.** Steadiness gives $J_{i-1}=J_i$ for every $i$. Going round the cycle, all fluxes equal one number $J$.

**The sign.** Let all coverages be positive. If $J>0$, then $k^{\mathrm f}_i\theta_i > k^{\mathrm b}_i\theta_{i+1} > 0$ for every $i$. Inequalities between positive numbers can be multiplied:

$$\prod_i k^{\mathrm f}_i\prod_i\theta_i \;>\; \prod_i k^{\mathrm b}_i\prod_i\theta_{i+1}.$$

The two products of coverages contain the same factors, shifted by one place, so they cancel and leave $\prod k^{\mathrm f}>\prod k^{\mathrm b}$. If $J<0$ the inequalities are reversed, and if $J=0$ they become equalities. The two signs therefore agree in all three cases.

**No empty states.** Written out, the steady condition is

$$k^{\mathrm f}_{i-1}\theta_{i-1}+k^{\mathrm b}_i\theta_{i+1} = (k^{\mathrm b}_{i-1}+k^{\mathrm f}_i)\,\theta_i .$$

Suppose that all coverages are nonnegative and $\theta_i=0$. Then two nonnegative terms sum to zero, so $\theta_{i+1}=0$. Repeating this round the cycle empties every state. A nonnegative steady state that is not identically zero is therefore positive everywhere.

**Uniqueness.** Let $\varphi$ be a positive steady state and $\theta$ any steady solution. Put $c=\min_i \theta_i/\varphi_i$, attained at $i=a$. The difference $\theta-c\varphi$ is steady, because the equations are linear. It is nonnegative by the choice of $c$, and it vanishes at $a$. By the previous step it vanishes everywhere, so $\theta=c\varphi$. If both sum to one, then $c=1$.

**Existence.** The map $L$ from coverages to their rates is linear, and $\sum_i(J_{i-1}-J_i)=0$. The vector $(1,\dots,1)$ is thus never a vector of rates, and $L$ is not surjective. In finite dimension it is then not injective either, so some $v\neq0$ has $Lv=0$. Taking absolute values in the steady condition for $v$ gives

$$(k^{\mathrm b}_{i-1}+k^{\mathrm f}_i)\,|v_i| \le k^{\mathrm f}_{i-1}|v_{i-1}|+k^{\mathrm b}_i|v_{i+1}| .$$

This says that every rate of $|v|$ is nonnegative. The rates sum to zero, so each of them is zero and $|v|$ is steady. It is nonnegative and not identically zero, hence positive, and dividing it by its sum normalizes it.

### What `catalytic_cycle` states

Coverages and rate constants are functions `ZMod n → ℝ`, and the addition in `i + 1` is the one modulo `n`. The instance `[NeZero n]` excludes only $n=0$, where `ZMod 0` would be the integers and the chain would not close. The case $n=1$ is allowed: the single state has coverage 1 and $J=k^{\mathrm f}_0-k^{\mathrm b}_0$.

`IsSteady` says that every `coverageRate` is zero. It does not mention equal fluxes, which are derived. The hypotheses `hkf` and `hkb` say that all constants are positive, which means physically that every step can run in both directions.

The theorem has two parts:

- There is exactly one (`∃!`) function `θ` that is positive, sums to one and is steady.
- For every positive steady `θ`, normalized or not, there is a number `J` that equals the flux of each step, and `SignType.sign J`, which takes the values −1, 0 and 1, equals the sign of the difference of the two products.

The model is one unbranched cycle with first-order steps and coverage-independent constants. Lateral interactions, steps that need two adsorbates or a free neighbouring site, and competing pathways are not covered, and neither is the approach to the steady state in time. For a mean-field microkinetic model of this restricted kind, for instance with constants from computed barriers, the theorem gives two checks on a numerical steady state: the fluxes must agree, and their sign must match the products.

```lean
import Mathlib

open Finset

namespace CatalyticCycle

variable {n : ℕ}

/-- Net flux of step `i`, which converts site state `i` into site state `i + 1`:
forward rate minus backward rate. -/
def flux (kf kb θ : ZMod n → ℝ) (i : ZMod n) : ℝ :=
  kf i * θ i - kb i * θ (i + 1)

/-- Rate of change of the coverage of state `i`: the flux of the step that forms it minus
the flux of the step that consumes it. -/
def coverageRate (kf kb θ : ZMod n → ℝ) (i : ZMod n) : ℝ :=
  flux kf kb θ (i - 1) - flux kf kb θ i

/-- The coverages `θ` are steady when none of them changes in time. -/
def IsSteady (kf kb θ : ZMod n → ℝ) : Prop :=
  ∀ i, coverageRate kf kb θ i = 0

variable [NeZero n]

/-- A property that holds at one state of the cycle and passes from each state to the next
holds at every state. -/
theorem around_cycle {P : ZMod n → Prop} (a : ZMod n) (ha : P a)
    (step : ∀ i, P i → P (i + 1)) (i : ZMod n) : P i := by
  have h : ∀ m : ℕ, P (a + (m : ZMod n)) := by
    intro m
    induction m with
    | zero => simpa using ha
    | succ m ih =>
      have h1 := step _ ih
      rwa [add_assoc, ← Nat.cast_succ] at h1
  have h2 := h (i - a).val
  rwa [ZMod.natCast_zmod_val, add_sub_cancel] at h2

/-- The cycle conserves the total coverage. -/
theorem sum_coverageRate (kf kb θ : ZMod n → ℝ) :
    ∑ i, coverageRate kf kb θ i = 0 := by
  simp only [coverageRate, Finset.sum_sub_distrib]
  exact sub_eq_zero.mpr (Equiv.sum_comp (Equiv.subRight (1 : ZMod n)) (flux kf kb θ))

/-- At a steady state all steps of the cycle carry the same net flux. -/
theorem flux_eq_of_steady {kf kb θ : ZMod n → ℝ} (hs : IsSteady kf kb θ)
    (i j : ZMod n) : flux kf kb θ i = flux kf kb θ j := by
  refine around_cycle (P := fun i => flux kf kb θ i = flux kf kb θ j) j rfl ?_ i
  intro i hi
  have h := hs (i + 1)
  rw [coverageRate, add_sub_cancel_right] at h
  linarith

/-- For positive rate constants and positive steady coverages, the net flux of each step has
the sign of the product of forward constants minus the product of backward constants. -/
theorem sign_flux {kf kb θ : ZMod n → ℝ} (hkf : ∀ i, 0 < kf i) (hkb : ∀ i, 0 < kb i)
    (hθ : ∀ i, 0 < θ i) (hs : IsSteady kf kb θ) (i : ZMod n) :
    SignType.sign (flux kf kb θ i) = SignType.sign (∏ j, kf j - ∏ j, kb j) := by
  have hP : 0 < ∏ j, θ j := Finset.prod_pos fun j _ => hθ j
  have hf : ∏ j, (kf j * θ j) = (∏ j, kf j) * ∏ j, θ j := Finset.prod_mul_distrib
  -- the shift by one state does not change the product of all coverages
  have hshift : ∏ j, θ (j + 1) = ∏ j, θ j :=
    Equiv.prod_comp (Equiv.addRight (1 : ZMod n)) θ
  have hb : ∏ j, (kb j * θ (j + 1)) = (∏ j, kb j) * ∏ j, θ j := by
    rw [Finset.prod_mul_distrib, hshift]
  have hJ : ∀ j, kf j * θ j - kb j * θ (j + 1) = flux kf kb θ i :=
    fun j => flux_eq_of_steady hs j i
  rcases lt_trichotomy (flux kf kb θ i) 0 with h | h | h
  · have hlt : ∏ j, (kf j * θ j) < ∏ j, (kb j * θ (j + 1)) :=
      Finset.prod_lt_prod_of_nonempty (fun j _ => mul_pos (hkf j) (hθ j))
        (fun j _ => by linarith [hJ j]) Finset.univ_nonempty
    rw [hf, hb] at hlt
    have hk := lt_of_mul_lt_mul_right hlt hP.le
    rw [sign_neg h, sign_neg (sub_neg.mpr hk)]
  · have heq : ∏ j, (kf j * θ j) = ∏ j, (kb j * θ (j + 1)) :=
      Finset.prod_congr rfl fun j _ => by linarith [hJ j]
    rw [hf, hb] at heq
    rw [h, mul_right_cancel₀ hP.ne' heq, sub_self]
  · have hlt : ∏ j, (kb j * θ (j + 1)) < ∏ j, (kf j * θ j) :=
      Finset.prod_lt_prod_of_nonempty (fun j _ => mul_pos (hkb j) (hθ (j + 1)))
        (fun j _ => by linarith [hJ j]) Finset.univ_nonempty
    rw [hf, hb] at hlt
    have hk := lt_of_mul_lt_mul_right hlt hP.le
    rw [sign_pos h, sign_pos (sub_pos.mpr hk)]

/-- For positive rate constants, a steady state with nonnegative coverages that are not all
zero has every site state occupied. -/
theorem pos_of_nonneg {kf kb θ : ZMod n → ℝ} (hkf : ∀ i, 0 < kf i) (hkb : ∀ i, 0 < kb i)
    (h0 : ∀ i, 0 ≤ θ i) (hne : θ ≠ 0) (hs : IsSteady kf kb θ) (i : ZMod n) :
    0 < θ i := by
  refine lt_of_le_of_ne (h0 i) fun hi => hne (funext fun j => ?_)
  -- an empty state can stay empty only if the next state is empty too
  refine around_cycle (P := fun j => θ j = 0) i hi.symm ?_ j
  intro j hj
  have h := hs j
  simp only [coverageRate, flux, sub_add_cancel, hj, mul_zero] at h
  have h1 := mul_nonneg (hkf (j - 1)).le (h0 (j - 1))
  have h2 := mul_nonneg (hkb j).le (h0 (j + 1))
  have h3 : kb j * θ (j + 1) = 0 := by linarith
  exact (mul_eq_zero.mp h3).resolve_left (hkb j).ne'

/-- For positive rate constants, every steady solution of the rate equations is a multiple of
any given positive one. -/
theorem steady_proportional {kf kb θ φ : ZMod n → ℝ} (hkf : ∀ i, 0 < kf i)
    (hkb : ∀ i, 0 < kb i) (hφ : ∀ i, 0 < φ i) (hφs : IsSteady kf kb φ)
    (hs : IsSteady kf kb θ) : ∃ c : ℝ, ∀ i, θ i = c * φ i := by
  -- subtract the multiple of `φ` that just empties one state
  obtain ⟨a, ha⟩ := Finite.exists_min (fun i => θ i / φ i)
  refine ⟨θ a / φ a, ?_⟩
  by_contra hno
  have hpos := pos_of_nonneg (θ := fun i => θ i - θ a / φ a * φ i) hkf hkb
    (fun i => by
      have h : θ a / φ a ≤ θ i / φ i := ha i
      exact sub_nonneg.mpr ((le_div_iff₀ (hφ i)).mp h))
    (fun h => hno fun i => sub_eq_zero.mp (congrFun h i))
    (fun i => by
      have h1 := hs i
      have h2 := hφs i
      simp only [coverageRate, flux] at h1 h2 ⊢
      linear_combination h1 - θ a / φ a * h2) a
  have hz : θ a / φ a * φ a = θ a := div_mul_cancel₀ _ (hφ a).ne'
  simp only [hz, sub_self, lt_irrefl] at hpos

/-- For positive rate constants the cycle has a steady state with all coverages positive. -/
theorem exists_pos_steady {kf kb : ZMod n → ℝ} (hkf : ∀ i, 0 < kf i)
    (hkb : ∀ i, 0 < kb i) : ∃ θ : ZMod n → ℝ, (∀ i, 0 < θ i) ∧ IsSteady kf kb θ := by
  let L : (ZMod n → ℝ) →ₗ[ℝ] (ZMod n → ℝ) :=
    { toFun := coverageRate kf kb
      map_add' := fun x y => by
        ext i
        simp only [coverageRate, flux, Pi.add_apply]
        ring
      map_smul' := fun c x => by
        ext i
        simp only [coverageRate, flux, Pi.smul_apply, smul_eq_mul, RingHom.id_apply]
        ring }
  -- conservation of coverage keeps the rate map from being onto, hence from being injective
  have hL : ¬ Function.Injective L := by
    intro hinj
    obtain ⟨v, hv⟩ := LinearMap.injective_iff_surjective.mp hinj (fun _ => 1)
    have hv' : coverageRate kf kb v = fun _ => 1 := hv
    have h := sum_coverageRate kf kb v
    rw [hv'] at h
    have hp : 0 < ∑ _i : ZMod n, (1 : ℝ) :=
      Finset.sum_pos (fun _ _ => one_pos) Finset.univ_nonempty
    exact hp.ne' h
  obtain ⟨v, hv, hv0⟩ : ∃ v, L v = 0 ∧ v ≠ 0 := by
    by_contra hno
    exact hL ((injective_iff_map_eq_zero L).mpr
      fun v hv => by_contra fun h => hno ⟨v, hv, h⟩)
  -- the absolute values have nonnegative rates, which sum to zero
  have hge : ∀ i, 0 ≤ coverageRate kf kb (fun j => |v j|) i := by
    intro i
    have h : coverageRate kf kb v i = 0 := congrFun hv i
    simp only [coverageRate, flux, sub_add_cancel] at h ⊢
    have h1 := mul_le_mul_of_nonneg_left (le_abs_self (v (i - 1))) (hkf (i - 1)).le
    have h2 := mul_le_mul_of_nonneg_left (neg_le_abs (v (i - 1))) (hkf (i - 1)).le
    have h3 := mul_le_mul_of_nonneg_left (le_abs_self (v (i + 1))) (hkb i).le
    have h4 := mul_le_mul_of_nonneg_left (neg_le_abs (v (i + 1))) (hkb i).le
    rcases abs_choice (v i) with hi | hi <;> rw [hi] <;> linarith
  have hw : IsSteady kf kb (fun j => |v j|) := fun i =>
    (Finset.sum_eq_zero_iff_of_nonneg (fun i _ => hge i)).mp
      (sum_coverageRate kf kb _) i (Finset.mem_univ i)
  exact ⟨_, pos_of_nonneg hkf hkb (fun i => abs_nonneg (v i))
    (fun h => hv0 (funext fun i => abs_eq_zero.mp (congrFun h i))) hw, hw⟩

/-- A catalytic cycle with positive rate constants has exactly one steady state with positive
coverages that sum to one. At every positive steady state all steps carry a common flux `J`,
whose sign is that of the product of forward minus the product of backward constants. -/
theorem catalytic_cycle {kf kb : ZMod n → ℝ} (hkf : ∀ i, 0 < kf i) (hkb : ∀ i, 0 < kb i) :
    (∃! θ : ZMod n → ℝ, (∀ i, 0 < θ i) ∧ ∑ i, θ i = 1 ∧ IsSteady kf kb θ) ∧
    ∀ θ : ZMod n → ℝ, (∀ i, 0 < θ i) → IsSteady kf kb θ →
      ∃ J : ℝ, (∀ i, flux kf kb θ i = J) ∧
        SignType.sign J = SignType.sign (∏ i, kf i - ∏ i, kb i) := by
  constructor
  · obtain ⟨w, hw, hws⟩ := exists_pos_steady hkf hkb
    have hS : 0 < ∑ i, w i := Finset.sum_pos (fun i _ => hw i) Finset.univ_nonempty
    have hsum : ∑ i, w i / ∑ j, w j = 1 := by
      rw [← Finset.sum_div, div_self hS.ne']
    have hpos : ∀ i, 0 < w i / ∑ j, w j := fun i => div_pos (hw i) hS
    have hst : IsSteady kf kb (fun i => w i / ∑ j, w j) := by
      intro i
      have h := hws i
      simp only [coverageRate, flux] at h ⊢
      linear_combination h / ∑ j, w j
    refine ⟨fun i => w i / ∑ j, w j, ⟨hpos, hsum, hst⟩, ?_⟩
    rintro θ ⟨_, hθ1, hθs⟩
    obtain ⟨c, hc⟩ := steady_proportional hkf hkb hpos hst hθs
    -- normalization fixes the factor of proportionality
    have hc1 : c = 1 := by
      have h : ∑ i, θ i = c * ∑ i, w i / ∑ j, w j := by
        rw [Finset.mul_sum]
        exact Finset.sum_congr rfl fun i _ => hc i
      rw [hθ1, hsum, mul_one] at h
      exact h.symm
    funext i
    rw [hc i, hc1, one_mul]
  · intro θ hθ hs
    exact ⟨flux kf kb θ 0, fun i => flux_eq_of_steady hs i 0, sign_flux hkf hkb hθ hs 0⟩

end CatalyticCycle
```

```lean
#print axioms CatalyticCycle.catalytic_cycle
```

```
'CatalyticCycle.catalytic_cycle' depends on axioms: [propext, Classical.choice, Quot.sound]
```

### From the derivation to the Lean proof

`around_cycle` is the phrase "going round the cycle" as a lemma: a property that holds at one state and passes from `i` to `i + 1` holds everywhere. It is proved by induction on the number of steps taken. `flux_eq_of_steady` applies it to the property of having the same flux as step `j`.

`sign_flux` splits into the cases of negative, zero and positive flux with `lt_trichotomy`. `hshift` states that shifting the index leaves the product of coverages unchanged. `Finset.prod_lt_prod_of_nonempty` multiplies the strict inequalities, and `lt_of_mul_lt_mul_right` cancels the positive product of coverages.

`pos_of_nonneg` carries emptiness round the cycle, again with `around_cycle`. `steady_proportional` takes the minimizing state `a` from `Finite.exists_min` and supposes that the proportionality fails. The difference is then not identically zero, so `pos_of_nonneg` makes it positive at `a`, where it is zero by construction.

`exists_pos_steady` builds the linear map `L`. `LinearMap.injective_iff_surjective` supplies the finite-dimensional argument, with `sum_coverageRate` showing that the constant vector 1 is not reached. The fact `hge` is the inequality for absolute values, obtained by treating `|v i| = v i` and `|v i| = -v i` separately. `Finset.sum_eq_zero_iff_of_nonneg` then turns nonnegative rates with zero sum into zero rates.

The final theorem divides the positive solution `w` by its sum and uses `steady_proportional` to show that any competitor is the same function. The positivity of the competitor is not needed there.

### When positivity is missing

For positive constants the sign statement covers every physical steady state, because nonnegative steady coverages that sum to one are all positive by `pos_of_nonneg`. The assumption of positive coverages only excludes unphysical solutions of the equations. For $n=2$, $k^{\mathrm f}=(2,2)$ and $k^{\mathrm b}=(1,1)$, the zero vector is such a solution. It has $J=0$, although $\prod k^{\mathrm f}-\prod k^{\mathrm b}=3$, but its coverages do not sum to one.

If both families of constants are only required to be nonnegative, a positive steady state may not exist. With $n=2$, $k^{\mathrm f}=(1,0)$ and $k^{\mathrm b}=(0,1)$, both steps only convert state 0 into state 1. The steady condition is $2\theta_0=0$, so the normalized steady state is $(0,1)$, with state 0 empty.

### The products decide, not the single steps

A positive $J$ is easily misread as $k^{\mathrm f}_i>k^{\mathrm b}_i$ for each step. What it gives is $k^{\mathrm f}_i\theta_i>k^{\mathrm b}_i\theta_{i+1}$, and the coverages cancel only in the product over the whole cycle. For $n=2$, $k^{\mathrm f}=(1,4)$ and $k^{\mathrm b}=(2,1)$, the normalized steady state is $\theta=(\tfrac34,\tfrac14)$, and

$$J_0 = 1\cdot\tfrac34-2\cdot\tfrac14=\tfrac14,\qquad J_1 = 4\cdot\tfrac14-1\cdot\tfrac34=\tfrac14 .$$

The cycle runs forward, as $4>2$ requires, although step 0 has the larger constant in the backward direction. The high coverage of state 0 compensates for it.
